# Landau levels of a planar charge: energies B(n + 1/2), each infinitely degenerate, built on a state annihilated by a

**Q:** A charged particle moves in a plane through a uniform perpendicular magnetic field, and I want its energy levels. Your Lean code contains no wave function. It takes positions and momenta from an arbitrary complex algebra. Why is that the same particle?

**A:** The choice was between differential operators on square-integrable functions, with their domains, and the bare commutation relations. The code takes the relations. Given these, a field B > 0 and a nonzero state annihilated by the lowering operator, the energies B(n + 1/2) follow for n = 0, 1, 2, …, in units where ħ, the mass and the charge are 1, and each is infinitely degenerate. The algebra is called `A`:

```lean
import Mathlib

open Complex

namespace LandauLevels

noncomputable section

variable {A : Type*} [Ring A] [Algebra ℂ A]
```

The record below only names four operators. The physics is in the predicate `Canonical`, which postulates, with [X, Y] = XY − YX and ħ = 1,

[x1, p1] = [x2, p2] = i,

and that all other pairs commute. These relations stand for multiplication by the coordinates and for p = −i∂.

```lean
/-- Two position and two momentum operators of a particle in the plane. -/
structure PlaneOperators (A : Type*) where
  (x1 x2 p1 p2 : A)

/- Multiplication by the coordinates and -i times the partial derivatives, acting on polynomials
in two variables times a fixed Gaussian, satisfy these relations; the instance is left out. -/
/-- The canonical commutation relations of two pairs, with ħ = 1. -/
structure PlaneOperators.Canonical (q : PlaneOperators A) : Prop where
  xp11 : q.x1 * q.p1 - q.p1 * q.x1 = I • (1 : A)
  xp22 : q.x2 * q.p2 - q.p2 * q.x2 = I • (1 : A)
  xp12 : q.x1 * q.p2 - q.p2 * q.x1 = 0
  xp21 : q.x2 * q.p1 - q.p1 * q.x2 = 0
  xx : q.x1 * q.x2 - q.x2 * q.x1 = 0
  pp : q.p1 * q.p2 - q.p2 * q.p1 = 0
```

**Q:** Where does the magnetic field enter?

**A:** Through the kinetic momenta P = p − A, where A is now the vector potential, in the symmetric gauge A = (B/2)(−x2, x1). Mass and charge are 1, so the cyclotron frequency is B. For another charge, read B as charge times field. If that product is negative, exchange the two coordinates: this reverses the sign of B, so the results for B > 0 apply to electrons too. The number `scale B` is 1/√(2B), which normalises the ladder operators.

```lean
/-- The normalisation 1/√(2B) of the ladder operators, for B > 0. -/
def scale (B : ℝ) : ℝ := 1 / Real.sqrt (2 * B)

namespace PlaneOperators

variable (q : PlaneOperators A) (B : ℝ)

/-- First kinetic momentum, p1 + B x2/2. -/
def P1 : A := q.p1 + ((B : ℂ) / 2) • q.x2

/-- Second kinetic momentum, p2 - B x1/2. -/
def P2 : A := q.p2 - ((B : ℂ) / 2) • q.x1
```

Reversing the sign of the B terms gives two further operators:

```lean
/-- First guiding-centre operator, p1 - B x2/2. -/
def K1 : A := q.p1 - ((B : ℂ) / 2) • q.x2

/-- Second guiding-centre operator, p2 + B x1/2. -/
def K2 : A := q.p2 + ((B : ℂ) / 2) • q.x1
```

The name "guiding-centre operators" needs care. The textbook coordinates of the orbit's centre are K2/B and −K1/B, so K1 and K2 are those coordinates up to order, sign and a factor B.

```lean
/-- The Landau Hamiltonian (P1² + P2²)/2. -/
def H : A := (1 / 2 : ℂ) • (q.P1 B ^ 2 + q.P2 B ^ 2)

/-- The lowering operator (P1 + i P2)/√(2B), for B > 0. -/
def a : A := (scale B : ℂ) • (q.P1 B + I • q.P2 B)

/-- The raising operator (P1 - i P2)/√(2B), for B > 0. -/
def aDag : A := (scale B : ℂ) • (q.P1 B - I • q.P2 B)

end PlaneOperators

open PlaneOperators
```

I write a† for `aDag`. It is defined by its formula. The algebra has no inner product, so nothing says that a† is the adjoint of a.

**Q:** Then show me the commutators, by hand first.

**A:** Since [p1, x1] = −i,

[P1, P2] = [p1, p2] − (B/2)[p1, x1] + (B/2)[x2, p2] − (B²/4)[x2, x1]
= 0 + iB/2 + iB/2 − 0 = iB.

In the same way,

[K2, K1] = [p2, p1] − (B/2)[p2, x2] + (B/2)[x1, p1] − (B²/4)[x1, x2] = iB.

The first lemma below records B·s² = 1/2 for s = 1/√(2B). The theorem after it contains both commutators: `simp only` expands the products, and `linear_combination` adds the canonical relations with the coefficients you see above.

```lean
variable {q : PlaneOperators A} {B : ℝ}

lemma scale_sq (hB : 0 < B) : (B : ℂ) * (scale B * scale B) = 1 / 2 := by
  have h : B * (scale B * scale B) = 1 / 2 := by
    have h2 : Real.sqrt (2 * B) * Real.sqrt (2 * B) = 2 * B :=
      Real.mul_self_sqrt (by positivity)
    rw [scale, div_mul_div_comm, h2]
    field_simp
  have h' := congrArg Complex.ofReal h
  push_cast at h'
  exact h'

/-- For canonical pairs, [P1, P2] = iB and [K2, K1] = iB. -/
theorem momentum_commutators (h : q.Canonical) (B : ℝ) :
    q.P1 B * q.P2 B - q.P2 B * q.P1 B = (I * B) • (1 : A) ∧
    q.K2 B * q.K1 B - q.K1 B * q.K2 B = (I * B) • (1 : A) := by
  constructor <;> simp only [P1, P2, K1, K2, mul_add, add_mul, mul_sub, sub_mul,
    smul_mul_assoc, mul_smul_comm]
  · linear_combination (norm := module) ((B : ℂ) / 2) • h.xp11 + ((B : ℂ) / 2) • h.xp22
      + ((B : ℂ) / 2) ^ 2 • h.xx + h.pp
  · linear_combination (norm := module) ((B : ℂ) / 2) • h.xp11 + ((B : ℂ) / 2) • h.xp22
      - ((B : ℂ) / 2) ^ 2 • h.xx - h.pp
```

For the mixed commutators, the contributions cancel or vanish:

[P1, K1] = B[x2, p1] = 0
[P1, K2] = [p1, p2] + (B/2)[p1, x1] + (B/2)[x2, p2] + (B²/4)[x2, x1] = −iB/2 + iB/2 = 0
[P2, K1] = [p2, p1] − (B/2)[p2, x2] − (B/2)[x1, p1] + (B²/4)[x1, x2] = iB/2 − iB/2 = 0
[P2, K2] = −B[x1, p2] = 0

Lean states them with `Commute` and proves them by the same expansion.

```lean
/-- For canonical pairs, both kinetic momenta commute with both guiding-centre operators. -/
theorem kinetic_commute_guiding (h : q.Canonical) (B : ℝ) :
    Commute (q.P1 B) (q.K1 B) ∧ Commute (q.P1 B) (q.K2 B) ∧
    Commute (q.P2 B) (q.K1 B) ∧ Commute (q.P2 B) (q.K2 B) := by
  refine ⟨?_, ?_, ?_, ?_⟩ <;> simp only [commute_iff_eq, P1, P2, K1, K2, mul_add, add_mul,
    mul_sub, sub_mul, smul_mul_assoc, mul_smul_comm]
  · linear_combination (norm := module) (B : ℂ) • h.xp21
  · linear_combination (norm := module) h.pp - ((B : ℂ) / 2) • h.xp11
      + ((B : ℂ) / 2) • h.xp22 - ((B : ℂ) / 2) ^ 2 • h.xx
  · linear_combination (norm := module) ((B : ℂ) / 2) • h.xp22 - ((B : ℂ) / 2) • h.xp11
      + ((B : ℂ) / 2) ^ 2 • h.xx - h.pp
  · linear_combination (norm := module) (-(B : ℂ)) • h.xp12
```

**Q:** And the oscillator form, including the zero-point energy?

**A:** With a = s(P1 + iP2) and a† = s(P1 − iP2),

[a, a†] = s²(−2i)[P1, P2] = s²(−2i)(iB) = 2Bs² = 1.

For the Hamiltonian, keep the order of the factors:

a†a = s²(P1² + P2² + i[P1, P2]) = s²(P1² + P2² − B).

Multiplying by B and using Bs² = 1/2 gives

B a†a = (P1² + P2²)/2 − B/2 = H − B/2,

so H = B(a†a + 1/2). In the proof, each equation `e` is the expansion, and each `k` evaluates the scalar in front of the identity.

```lean
/-- Landau's oscillator: for canonical pairs and B > 0, [a, aDag] = 1 and H = B(aDag a + 1/2). -/
theorem landau_oscillator (h : q.Canonical) (hB : 0 < B) :
    q.a B * q.aDag B - q.aDag B * q.a B = 1 ∧
    q.H B = (B : ℂ) • (q.aDag B * q.a B + (1 / 2 : ℂ) • (1 : A)) := by
  have hs := scale_sq hB
  have hPQ := (momentum_commutators h B).1
  unfold H a aDag
  generalize (scale B : ℂ) = s at hs ⊢
  generalize q.P1 B = P at hPQ ⊢
  generalize q.P2 B = Q at hPQ ⊢
  constructor
  · have e : (s • (P + I • Q)) * (s • (P - I • Q)) - (s • (P - I • Q)) * (s • (P + I • Q))
        = (-(2 * I * s * s)) • (P * Q - Q * P) := by
      simp only [mul_add, add_mul, mul_sub, sub_mul, smul_mul_assoc, mul_smul_comm]
      module
    have k : -(2 * I * s * s) * (I * B) = 1 := by
      linear_combination (-2 * s * s * B) * I_sq + 2 * hs
    rw [e, hPQ, smul_smul, k, one_smul]
  · -- the cross terms of the product give the commutator, hence the zero-point energy
    have e : (s • (P - I • Q)) * (s • (P + I • Q))
        = (s * s) • (P * P) - (s * s * I ^ 2) • (Q * Q) + (s * s * I) • (P * Q - Q * P) := by
      simp only [mul_add, sub_mul, smul_mul_assoc, mul_smul_comm]
      module
    have k : (B : ℂ) * (s * s * I * (I * B)) = -(B / 2) := by
      linear_combination (B * B * s * s) * I_sq - B * hs
    rw [e, hPQ, I_sq, sq, sq]
    linear_combination (norm := module) -(hs • (P * P + Q * Q)) - k • (1 : A)
```

**Q:** Does it matter that you fixed the symmetric gauge?

**A:** Not for this theorem's argument. After the `generalize` lines, P1 and P2 are arbitrary elements with commutator iB. Another model would postulate just such a pair. It would treat all gauges at once and give the same ladder, but the guiding-centre operators, and with them the degeneracy argument, would need positions to be added.

Here they are available. Since each K commutes with P1 and P2, it commutes with their squares and so with H:

```lean
/-- For canonical pairs, the Landau Hamiltonian commutes with both guiding-centre operators. -/
theorem hamiltonian_commute_guiding (h : q.Canonical) (B : ℝ) :
    Commute (q.H B) (q.K1 B) ∧ Commute (q.H B) (q.K2 B) := by
  obtain ⟨c11, c12, c21, c22⟩ := kinetic_commute_guiding h B
  exact ⟨((c11.pow_left 2).add_left (c21.pow_left 2)).smul_left _,
    ((c12.pow_left 2).add_left (c22.pow_left 2)).smul_left _⟩
```

**Q:** So far you have an algebraic identity. Energy levels need states.

**A:** First we need to move a lowering operator past a power. For any c, c′ with [c, c′] = 1,

c c′ⁿ⁺¹ = c′ⁿ⁺¹ c + (n + 1)c′ⁿ.

For n = 0 this is the commutator. If it holds for n, multiply on the right by c′ and replace cc′ by c′c + 1:

c c′ⁿ⁺² = c′ⁿ⁺¹(c′c + 1) + (n + 1)c′ⁿ⁺¹ = c′ⁿ⁺² c + (n + 2)c′ⁿ⁺¹.

The `calc` block is this induction step.

```lean
lemma lower_mul_pow {c c' : A} (h : c * c' - c' * c = 1) (n : ℕ) :
    c * c' ^ (n + 1) = c' ^ (n + 1) * c + ((n : ℂ) + 1) • c' ^ n := by
  have h' : c * c' = c' * c + 1 := sub_eq_iff_eq_add'.mp h
  induction n with
  | zero => simpa using h'
  | succ n ih =>
    calc c * c' ^ (n + 1 + 1) = (c * c' ^ (n + 1)) * c' := by
          rw [pow_succ c' (n + 1), mul_assoc]
      _ = c' ^ (n + 1) * (c * c') + ((n : ℂ) + 1) • (c' ^ n * c') := by
          rw [ih, add_mul, smul_mul_assoc, mul_assoc]
      _ = _ := by
          rw [h', ← pow_succ c' n, mul_add, mul_one, ← mul_assoc, ← pow_succ c' (n + 1)]
          push_cast
          module
```

States are now vectors in a complex vector space `V`, and operators are linear maps on all of `V`, written `Module.End ℂ V`. Let φ ≠ 0 with cφ = 0. The identity becomes

c c′ⁿ⁺¹φ = (n + 1)c′ⁿφ,

which is `step` in the proof. Applying c′ gives (c′c)c′ⁿ⁺¹φ = (n + 1)c′ⁿ⁺¹φ, and the first vector, φ itself, has c′cφ = 0, so its eigenvalue is 0. No vector in the chain vanishes: if c′ⁿ⁺¹φ were zero, then (n + 1)c′ⁿφ would be zero, and the chain would already have ended one step earlier. Lean's `HasEigenvector` demands both the eigenvalue equation and a nonzero vector, hence the two parts of the proof.

```lean
variable {V : Type*} [AddCommGroup V] [Module ℂ V]

/-- If [c, c'] = 1 and c annihilates a nonzero φ, then c'^n φ is an eigenvector of c'c with
eigenvalue n. -/
theorem number_state {c c' : Module.End ℂ V} (h : c * c' - c' * c = 1) {φ : V}
    (hφ : c φ = 0) (h0 : φ ≠ 0) (n : ℕ) :
    (c' * c).HasEigenvector (n : ℂ) ((c' ^ n) φ) := by
  have step (k : ℕ) : c ((c' ^ (k + 1)) φ) = ((k : ℂ) + 1) • (c' ^ k) φ := by
    have e := LinearMap.congr_fun (lower_mul_pow h k) φ
    simpa only [Module.End.mul_apply, LinearMap.add_apply, LinearMap.smul_apply, hφ,
      map_zero, zero_add] using e
  refine ⟨Module.End.mem_eigenspace_iff.2 ?_, ?_⟩
  · cases n with
    | zero => simp [hφ]
    | succ n =>
      rw [Module.End.mul_apply, step, map_smul, pow_succ', Module.End.mul_apply,
        Nat.cast_add, Nat.cast_one]
  · induction n with
    | zero => simpa using h0
    | succ n ih =>
      intro hz
      have e := step n
      rw [hz, map_zero] at e
      exact smul_ne_zero (Nat.cast_add_one_ne_zero n) ih e.symm
```

Taking c = a and c′ = a† and inserting the oscillator form,

H a†ⁿψ = B(n + 1/2)a†ⁿψ.

```lean
/-- Landau levels: for canonical pairs, B > 0 and a nonzero ψ annihilated by a, the vector aDag^n ψ
is an eigenvector of H with energy B(n + 1/2). -/
theorem landau_levels {q : PlaneOperators (Module.End ℂ V)} (h : q.Canonical) (hB : 0 < B)
    {ψ : V} (h0 : ψ ≠ 0) (ha : q.a B ψ = 0) (n : ℕ) :
    (q.H B).HasEigenvector ((B : ℂ) * (n + 1 / 2)) ((q.aDag B ^ n) ψ) := by
  obtain ⟨hcomm, hH⟩ := landau_oscillator h hB
  have hn := number_state hcomm ha h0 n
  refine ⟨Module.End.mem_eigenspace_iff.2 ?_, hn.2⟩
  rw [hH, LinearMap.smul_apply, LinearMap.add_apply, LinearMap.smul_apply,
    Module.End.one_apply, hn.apply_eq_smul]
  module
```

These vectors are unnormalised. In a Hilbert space where a† is the adjoint of a and ψ has norm 1, the normalised state is a†ⁿψ/√(n!).

**Q:** You assume a ψ with aψ = 0. Does one exist for the real particle?

**A:** Yes, for every B > 0 the Gaussian exp(−B(x1² + x2²)/4). As an example, take B = 2, so that s = 1/2, P1 = p1 + x2 and P2 = p2 − x1, and try ψ = exp(−(x1² + x2²)/2). This check is ordinary calculus, done without Lean. With w = x2 + i x1,

P1ψ = wψ, P2ψ = i wψ,

hence aψ = (w − w)ψ/2 = 0 and a†ψ = (w + w)ψ/2 = wψ. Applying each momentum again,

P1²ψ = (1 + w²)ψ, P2²ψ = (1 − w²)ψ,

so Hψ = ψ, and the energy is 1 = 2 · 1/2. For the next state,

P1²(wψ) = (3w + w³)ψ, P2²(wψ) = (3w − w³)ψ,

so H(wψ) = 3wψ, and the energy is 3 = 2 · 3/2.

**Q:** A single ladder gives one state per energy. Landau levels are hugely degenerate.

**A:** The guiding-centre operators supply the rest. Suppose that the eigenspace of H for an eigenvalue E had finite dimension d. Because K1 and K2 commute with H, they map this space into itself: if Hv = Ev, then H(Kv) = K(Hv) = E(Kv). Call the restrictions of K2 and K1 S and T. Then

ST − TS = iB · 1.

In finite dimension tr(ST) = tr(TS), so taking the trace gives 0 = iBd. But B ≠ 0, and d ≥ 1 because E is an eigenvalue. This is a contradiction.

In the proof, `inv` shows that the space is invariant, `hST` is the restricted commutator and `ht` is the trace equation. The theorem allows either sign of B. For B > 0, together with the previous theorem, it makes every level B(n + 1/2) infinitely degenerate.

```lean
/-- For canonical pairs and B ≠ 0, every eigenspace of H belonging to an eigenvalue E is
infinite-dimensional. -/
theorem infinite_degeneracy {q : PlaneOperators (Module.End ℂ V)} (h : q.Canonical)
    (hB : B ≠ 0) {E : ℂ} (hE : (q.H B).HasEigenvalue E) :
    ¬ FiniteDimensional ℂ ((q.H B).eigenspace E) := by
  intro hfin
  obtain ⟨c1, c2⟩ := hamiltonian_commute_guiding h B
  have inv {K : Module.End ℂ V} (hK : Commute (q.H B) K) :
      ∀ v ∈ (q.H B).eigenspace E, K v ∈ (q.H B).eigenspace E := by
    intro v hv
    rw [Module.End.mem_eigenspace_iff] at hv ⊢
    have e : q.H B (K v) = K (q.H B v) := LinearMap.congr_fun hK.eq v
    rw [e, hv, map_smul]
  -- restrict the guiding-centre operators to the level and take the trace of [K2, K1] = iB
  let S : Module.End ℂ ((q.H B).eigenspace E) := (q.K2 B).restrict (inv c2)
  let T : Module.End ℂ ((q.H B).eigenspace E) := (q.K1 B).restrict (inv c1)
  have hST : S * T - T * S = (I * B) • (1 : Module.End ℂ ((q.H B).eigenspace E)) :=
    LinearMap.ext fun v =>
      Subtype.ext (LinearMap.congr_fun (momentum_commutators h B).2 (v : V))
  have ht := congrArg (LinearMap.trace ℂ ((q.H B).eigenspace E)) hST
  rw [map_sub, LinearMap.trace_mul_comm ℂ S T, sub_self, map_smul, LinearMap.trace_one,
    smul_eq_mul] at ht
  obtain ⟨v, hv⟩ := hE.exists_hasEigenvector
  have : Nontrivial ((q.H B).eigenspace E) :=
    ⟨⟨⟨v, hv.1⟩, 0, fun e => hv.2 (congrArg Subtype.val e)⟩⟩
  exact mul_ne_zero (mul_ne_zero I_ne_zero (ofReal_ne_zero.2 hB))
    (Nat.cast_ne_zero.2 Module.finrank_pos.ne') ht.symm

end

end LandauLevels
```

```lean
#print axioms LandauLevels.landau_levels
-- 'LandauLevels.landau_levels' depends on axioms: [propext, Classical.choice, Quot.sound]
#print axioms LandauLevels.infinite_degeneracy
-- 'LandauLevels.infinite_degeneracy' depends on axioms: [propext, Classical.choice, Quot.sound]
```

**Q:** What still separates this from the Hamiltonian in my textbook?

**A:** The passage from linear maps on `V` to a self-adjoint operator on square-integrable functions. You may take `V` to be the smooth functions that decrease rapidly together with all their derivatives, since positions and momenta map that space into itself. The theorems then give eigenfunctions with the right energies. That the numbers B(n + 1/2) exhaust the spectrum is a further claim, which needs the inner product and the Hilbert space.

**Q:** And where would I meet the result?

**A:** For non-interacting electrons in a uniform field, with spin and disorder left out, these levels are the starting point for describing the quantum Hall effect. The trace argument also bears on simulation: finite matrices that stand for K1 and K2 can't satisfy [K2, K1] = iB exactly, so a calculation that uses such matrices in a truncated basis must violate that relation somewhere.
